# With two or more Krylov vectors, an implicit restart with shift s gives R₁₁q₁′ = (A − s)q₁

Implicitly restarted Krylov methods, used to find a few eigenvectors of a large Hamiltonian, improve their start vector by working on a small projected matrix. Here `A` is any finite square matrix over a field, with AQ = QH + weₘᵀ for m ≥ 2 basis vectors, the columns of Q, and the shifted small matrix factors as H − s = UR with R upper triangular. The lemma says that R₁₁ times the first column of QU equals (A − s) times the first column of Q; neither normalised columns nor a unitary U is assumed, and R₁₁ may be zero. The proof first derives (A − s)Q = QUR + weₘᵀ, then compares first columns, where the residual term vanishes because it sits in the last column and R contributes only its top entry.

An attempt in Lean 4 with a fault in it:

```lean
import Mathlib

open Matrix Polynomial

namespace ImplicitRestart

variable {K : Type*} [Field K] {n : Type*} {k : ℕ}

/-- Upper triangular form: all entries below the diagonal vanish. -/
def IsUpper {m : ℕ} (R : Matrix (Fin m) (Fin m) K) : Prop :=
  ∀ i j : Fin m, j < i → R i j = 0

/-- The start vector of a Krylov basis, that is, its first column. -/
def startVec (Q : Matrix n (Fin (k + 1)) K) : n → K := fun i => Q i 0

variable [Fintype n]

/-- The Krylov decomposition `A Q = Q H + w eₘᵀ`, with `m = k + 1` basis vectors. -/
def IsKrylov (A : Matrix n n K) (Q : Matrix n (Fin (k + 1)) K)
    (H : Matrix (Fin (k + 1)) (Fin (k + 1)) K) (w : n → K) : Prop :=
  A * Q = Q * H + vecMulVec w (Pi.single (Fin.last k) 1)

/-- With at least two basis vectors, the new start vector satisfies
`R₁₁ Q U e₁ = (A - s) Q e₁`. -/
theorem restart_startVec [DecidableEq n] {A : Matrix n n K} {Q : Matrix n (Fin (k + 2)) K}
    {H U R : Matrix (Fin (k + 2)) (Fin (k + 2)) K} {w : n → K} {s : K}
    (h : IsKrylov A Q H w) (hf : H - s • 1 = U * R) (hR : IsUpper R) :
    R 0 0 • startVec (Q * U) = (A - s • 1) *ᵥ startVec Q := by
  unfold IsKrylov at h
  have hH : H = U * R + s • 1 := sub_eq_iff_eq_add.mp hf
  have e : (A - s • 1) * Q
      = Q * U * R + vecMulVec w (Pi.single (Fin.last (k + 1)) 1) := by
    rw [Matrix.sub_mul, Matrix.smul_mul, Matrix.one_mul, h, hH, Matrix.mul_add,
      Matrix.mul_smul, Matrix.mul_one, Matrix.mul_assoc]
    abel
  funext i
  change R 0 0 * (Q * U) i 0 = ((A - s • 1) * Q) i 0
  -- the residual sits in the last column, which is not the first one
  have h0 : (0 : Fin (k + 2)) ≠ Fin.last (k + 1) := (Fin.last_pos).ne
  rw [e, Matrix.add_apply, vecMulVec_apply, Pi.single_eq_of_ne h0, mul_zero, add_zero,
    Matrix.mul_apply (M := Q * U), Finset.sum_eq_single 0, mul_comm]
  · intro l _ hl
    rw [hR l 0 (Fin.pos_of_ne_zero hl), mul_zero]
  · intro hn
    exact absurd (Finset.mem_univ _) hn

end ImplicitRestart
```

The compiler's answer:

```
Main.lean:37:31: error: Function expected at
  (A - s • 1) * Q
but this term has type
  ?m.298

Note: Expected a function because this term is being applied to the argument
  i
```

Cause. The error is one of elaboration, and the mathematics is untouched. In the `change` line, `((A - s • 1) * Q) i 0` applies a matrix product to its indices, so Lean must already know that the product has a function type. It doesn't: the bare `1` has no stated type, which leaves the types of `s • 1`, of the difference and so of the product open. That is the `?m.298` in the message, and Lean stops at the argument `i`. On the left, `(Q * U) i 0` gives no trouble, since `Q` and `U` both have known types. The same product is also accepted in the statement of `e`, where it isn't applied to anything and Lean can settle its type later.

The repair writes the identity as `(1 : Matrix n n K)` and marks the whole product as a `Matrix n (Fin (k + 2)) K`. The first fixes the type that was missing, and the second states outright that the product is a matrix, which Lean can unfold to a function of two indices. The new line break is mere tidying.

After these edits no error is left:

```diff
@@ -35,5 +35,6 @@
     abel
   funext i
-  change R 0 0 * (Q * U) i 0 = ((A - s • 1) * Q) i 0
+  change R 0 0 * (Q * U) i 0 =
+    ((A - s • (1 : Matrix n n K)) * Q : Matrix n (Fin (k + 2)) K) i 0
   -- the residual sits in the last column, which is not the first one
   have h0 : (0 : Fin (k + 2)) ≠ Fin.last (k + 1) := (Fin.last_pos).ne
```
